# Akhiezer absorption from the spread of Grüneisen parameters in a single-relaxation-time model

A sound wave passing through a crystal shifts the phonon frequencies, so that modes with different Grüneisen parameters are driven to different temperatures, and collisions then bring them back together. How much of the thermal response is a quarter period out of phase with the strain, and what must differ between the modes for there to be any such part?

```lean
import Mathlib

open Complex

namespace AkhiezerDamping

noncomputable section

variable {ι : Type*} [Fintype ι]

/-- The mean of a mode quantity `f`, weighted by the heat capacities `c`. -/
def mean {E : Type*} [AddCommGroup E] [Module ℝ E] (c : ι → ℝ) (f : ι → E) : E :=
  (∑ i, c i)⁻¹ • ∑ i, c i • f i

/-- The heat-capacity-weighted sum of squared deviations of the Grüneisen parameters
from their mean. -/
def spread (c γ : ι → ℝ) : ℝ := ∑ i, c i * (γ i - mean c γ) ^ 2

/-- The mode temperature amplitudes `θ` obey the relaxation equation under a unit strain
of frequency `w`: strain drives each mode, and collisions pull it to the mean in time `τ`. -/
def IsResponse (c γ : ι → ℝ) (T τ w : ℝ) (θ : ι → ℂ) : Prop :=
  ∀ i, -I * w * θ i = I * w * γ i * T - (θ i - mean c θ) / τ

/-- The weighted deviations of a mode quantity from its mean sum to zero. -/
theorem sum_deviation [Nonempty ι] {E : Type*} [AddCommGroup E] [Module ℝ E]
    (c : ι → ℝ) (hc : ∀ i, 0 < c i) (f : ι → E) :
    ∑ i, c i • (f i - mean c f) = 0 := by
  have hC : (∑ i, c i) ≠ 0 :=
    (Finset.sum_pos (fun i _ => hc i) Finset.univ_nonempty).ne'
  simp only [smul_sub, Finset.sum_sub_distrib]
  rw [← Finset.sum_smul, mean, smul_smul, mul_inv_cancel₀ hC, one_smul, sub_self]

/-- At nonzero frequency the mean temperature amplitude of a response is minus the mean Grüneisen
parameter times the temperature. -/
theorem mean_response [Nonempty ι] {c γ : ι → ℝ} {T τ w : ℝ} {θ : ι → ℂ}
    (hc : ∀ i, 0 < c i) (hw : w ≠ 0) (h : IsResponse c γ T τ w θ) :
    mean c θ = -(((mean c γ : ℝ) : ℂ) * T) := by
  have hC : (∑ i, (c i : ℂ)) ≠ 0 := by
    exact_mod_cast (Finset.sum_pos (fun i _ => hc i) Finset.univ_nonempty).ne'
  have h1 : ∑ i, (c i : ℂ) * (θ i - mean c θ) = 0 := by
    simpa only [Complex.real_smul] using sum_deviation c hc θ
  have h2 : ∑ i, (c i : ℂ) * ((γ i : ℂ) - ((mean c γ : ℝ) : ℂ)) = 0 := by
    have := sum_deviation c hc γ
    simp only [smul_eq_mul] at this
    exact_mod_cast this
  -- the weighted sum of the relaxation equations
  have hs : (∑ i, (c i : ℂ)) * ((mean c θ + ((mean c γ : ℝ) : ℂ) * T) * (I * w))
      = (∑ i, (c i : ℂ) * (θ i - mean c θ)) * (1 / τ - I * w)
        - I * w * T * ∑ i, (c i : ℂ) * ((γ i : ℂ) - ((mean c γ : ℝ) : ℂ)) := by
    rw [Finset.sum_mul, Finset.sum_mul, Finset.mul_sum, ← Finset.sum_sub_distrib]
    refine Finset.sum_congr rfl fun i _ => ?_
    linear_combination (-(c i : ℂ)) * h i
  rw [h1, h2, zero_mul, mul_zero, sub_zero] at hs
  have hw' : I * (w : ℂ) ≠ 0 := mul_ne_zero I_ne_zero (by exact_mod_cast hw)
  have h3 := ((mul_eq_zero.mp hs).resolve_left hC)
  exact eq_neg_of_add_eq_zero_left ((mul_eq_zero.mp h3).resolve_right hw')

/-- The relaxation equation has exactly one solution, given here for every mode. -/
theorem response_iff [Nonempty ι] {c γ : ι → ℝ} {T τ w : ℝ} {θ : ι → ℂ}
    (hc : ∀ i, 0 < c i) (hτ : 0 < τ) (hw : w ≠ 0) :
    IsResponse c γ T τ w θ ↔ ∀ i, θ i = -(((mean c γ : ℝ) : ℂ) * T)
      + T * (I * w * τ / (1 - I * w * τ)) * (γ i - ((mean c γ : ℝ) : ℂ)) := by
  have hD : 1 - I * (w : ℂ) * τ ≠ 0 := by
    intro h
    have := congrArg Complex.re h
    simp at this
  have ht : (τ : ℂ) * (τ : ℂ)⁻¹ = 1 := mul_inv_cancel₀ (by exact_mod_cast hτ.ne')
  constructor
  · intro h i
    have hi := h i
    rw [mean_response hc hw h] at hi
    have h' : (θ i + ((mean c γ : ℝ) : ℂ) * T) * (1 - I * w * τ)
        = T * (I * w * τ) * (γ i - ((mean c γ : ℝ) : ℂ)) := by
      linear_combination (τ : ℂ) * hi - (θ i + ((mean c γ : ℝ) : ℂ) * T) * ht
    have h'' := eq_div_of_mul_eq hD h'
    linear_combination h''
  · intro h
    have hC : (∑ i, (c i : ℂ)) ≠ 0 := by
      exact_mod_cast (Finset.sum_pos (fun i _ => hc i) Finset.univ_nonempty).ne'
    have h1 : ∑ i, (c i : ℂ) * (θ i - mean c θ) = 0 := by
      simpa only [Complex.real_smul] using sum_deviation c hc θ
    have h2 : ∑ i, (c i : ℂ) * ((γ i : ℂ) - ((mean c γ : ℝ) : ℂ)) = 0 := by
      have := sum_deviation c hc γ
      simp only [smul_eq_mul] at this
      exact_mod_cast this
    -- the proposed amplitudes have the right mean
    have hs : (∑ i, (c i : ℂ)) * (mean c θ + ((mean c γ : ℝ) : ℂ) * T)
        = T * (I * w * τ / (1 - I * w * τ))
            * (∑ i, (c i : ℂ) * ((γ i : ℂ) - ((mean c γ : ℝ) : ℂ)))
          - ∑ i, (c i : ℂ) * (θ i - mean c θ) := by
      rw [Finset.sum_mul, Finset.mul_sum, ← Finset.sum_sub_distrib]
      refine Finset.sum_congr rfl fun i _ => ?_
      linear_combination (c i : ℂ) * h i
    rw [h1, h2, mul_zero, sub_zero] at hs
    have hM := eq_neg_of_add_eq_zero_left ((mul_eq_zero.mp hs).resolve_left hC)
    intro i
    rw [hM]
    have hk := div_mul_cancel₀ (I * (w : ℂ) * τ) hD
    have h' : (θ i + ((mean c γ : ℝ) : ℂ) * T) * (1 - I * w * τ)
        = T * (I * w * τ) * (γ i - ((mean c γ : ℝ) : ℂ)) := by
      linear_combination (1 - I * (w : ℂ) * τ) * h i
        + T * (γ i - ((mean c γ : ℝ) : ℂ)) * hk
    linear_combination (τ : ℂ)⁻¹ * h' + I * w * (θ i + γ i * T) * ht

/-- The Debye relaxation factor split into its real and imaginary parts. -/
theorem debye_factor (w τ : ℝ) : I * w * τ / (1 - I * w * τ)
    = ((-(w * τ) ^ 2 / (1 + (w * τ) ^ 2) : ℝ) : ℂ)
      + ((w * τ / (1 + (w * τ) ^ 2) : ℝ) : ℂ) * I := by
  have hD : 1 - I * (w : ℂ) * τ ≠ 0 := by
    intro h
    have := congrArg Complex.re h
    simp at this
  have hE : (1 + ((w : ℂ) * τ) ^ 2) ≠ 0 := by
    have : (1 + (w * τ) ^ 2 : ℝ) ≠ 0 := by positivity
    exact_mod_cast this
  have hr := inv_mul_cancel₀ hE
  rw [div_eq_iff hD]
  push_cast
  linear_combination (-(I * (w * τ))) * hr
    + (1 + ((w : ℂ) * τ) ^ 2)⁻¹ * (w * τ) ^ 2 * I_sq

/-- The complex thermal response `∑ c γ θ` to a unit strain, with its real and
imaginary parts displayed. -/
theorem complex_response [Nonempty ι] {c γ : ι → ℝ} {T τ w : ℝ} {θ : ι → ℂ}
    (hc : ∀ i, 0 < c i) (hτ : 0 < τ) (hw : w ≠ 0) (h : IsResponse c γ T τ w θ) :
    ∑ i, (c i : ℂ) * γ i * θ i
      = ((-T * ((∑ i, c i) * mean c γ ^ 2
          + (w * τ) ^ 2 / (1 + (w * τ) ^ 2) * spread c γ) : ℝ) : ℂ)
        + ((T * (w * τ) / (1 + (w * τ) ^ 2) * spread c γ : ℝ) : ℂ) * I := by
  have hθ := (response_iff hc hτ hw).mp h
  have h2 : ∑ i, (c i : ℂ) * ((γ i : ℂ) - ((mean c γ : ℝ) : ℂ)) = 0 := by
    have := sum_deviation c hc γ
    simp only [smul_eq_mul] at this
    exact_mod_cast this
  have hV : ∑ i, (c i : ℂ) * ((γ i : ℂ) - ((mean c γ : ℝ) : ℂ)) ^ 2
      = ((spread c γ : ℝ) : ℂ) := by
    simp only [spread, ofReal_sum, ofReal_mul, ofReal_pow, ofReal_sub]
  -- split each Grüneisen parameter into mean and deviation
  have step : ∑ i, (c i : ℂ) * γ i * θ i
      = T * (I * w * τ / (1 - I * w * τ))
          * (∑ i, (c i : ℂ) * ((γ i : ℂ) - ((mean c γ : ℝ) : ℂ)) ^ 2)
        + (T * (I * w * τ / (1 - I * w * τ)) - T) * ((mean c γ : ℝ) : ℂ)
          * (∑ i, (c i : ℂ) * ((γ i : ℂ) - ((mean c γ : ℝ) : ℂ)))
        - T * ((mean c γ : ℝ) : ℂ) ^ 2 * ∑ i, (c i : ℂ) := by
    rw [Finset.mul_sum, Finset.mul_sum, Finset.mul_sum, ← Finset.sum_add_distrib,
      ← Finset.sum_sub_distrib]
    refine Finset.sum_congr rfl fun i _ => ?_
    rw [hθ i]
    ring
  rw [step, hV, h2, debye_factor]
  push_cast
  ring

/-- Akhiezer absorption: the imaginary part of the thermal response is `T * (w * τ) / (1 + (w * τ) ^
2)` times the weighted spread of the Grüneisen parameters. -/
theorem akhiezer_absorption [Nonempty ι] {c γ : ι → ℝ} {T τ w : ℝ} {θ : ι → ℂ}
    (hc : ∀ i, 0 < c i) (hτ : 0 < τ) (hw : w ≠ 0) (h : IsResponse c γ T τ w θ) :
    (∑ i, (c i : ℂ) * γ i * θ i).im
      = T * (w * τ) / (1 + (w * τ) ^ 2) * ∑ i, c i * (γ i - mean c γ) ^ 2 := by
  rw [complex_response hc hτ hw h]
  simp only [add_im, ofReal_im, mul_im, ofReal_re, I_re, I_im, spread]
  ring

/-- The spread vanishes exactly when all modes have the same Grüneisen parameter. -/
theorem spread_eq_zero_iff [Nonempty ι] {c γ : ι → ℝ} (hc : ∀ i, 0 < c i) :
    spread c γ = 0 ↔ ∀ i j, γ i = γ j := by
  constructor
  · intro h
    have h0 := (Finset.sum_eq_zero_iff_of_nonneg
      (fun i _ => mul_nonneg (hc i).le (sq_nonneg (γ i - mean c γ)))).mp h
    have hg : ∀ i, γ i = mean c γ := fun i =>
      sub_eq_zero.mp (pow_eq_zero_iff two_ne_zero |>.mp
        ((mul_eq_zero.mp (h0 i (Finset.mem_univ i))).resolve_left (hc i).ne'))
    intro i j
    rw [hg i, hg j]
  · intro h
    have hC : (∑ i, c i) ≠ 0 :=
      (Finset.sum_pos (fun i _ => hc i) Finset.univ_nonempty).ne'
    have hg : ∀ i, γ i - mean c γ = 0 := by
      intro i
      have hs : (∑ j, c j) * (γ i - mean c γ) = 0 := by
        rw [Finset.sum_mul, ← sum_deviation c hc γ]
        refine Finset.sum_congr rfl fun j _ => ?_
        rw [h i j, smul_eq_mul]
      exact (mul_eq_zero.mp hs).resolve_left hC
    exact Finset.sum_eq_zero fun i _ => by rw [hg i]; ring

/-- At positive temperature and nonzero frequency the absorption vanishes exactly when all Grüneisen
parameters agree. -/
theorem absorption_eq_zero_iff [Nonempty ι] {c γ : ι → ℝ} {T τ w : ℝ} {θ : ι → ℂ}
    (hc : ∀ i, 0 < c i) (hT : 0 < T) (hτ : 0 < τ) (hw : w ≠ 0)
    (h : IsResponse c γ T τ w θ) :
    (∑ i, (c i : ℂ) * γ i * θ i).im = 0 ↔ ∀ i j, γ i = γ j := by
  have hE : 1 + (w * τ) ^ 2 ≠ 0 := by positivity
  have hk : T * (w * τ) / (1 + (w * τ) ^ 2) ≠ 0 :=
    div_ne_zero (mul_ne_zero hT.ne' (mul_ne_zero hw hτ.ne')) hE
  rw [akhiezer_absorption hc hτ hw h, ← spread_eq_zero_iff hc, mul_eq_zero]
  exact ⟨fun h => h.resolve_left hk, Or.inr⟩

/-- If two Grüneisen parameters differ, the absorption is at most `T / 2` times the
spread, and it reaches this bound exactly at `w τ = 1`. -/
theorem absorption_peak [Nonempty ι] {c γ : ι → ℝ} {T τ w : ℝ} {θ : ι → ℂ}
    (hc : ∀ i, 0 < c i) (hT : 0 < T) (hτ : 0 < τ) (hw : w ≠ 0)
    (h : IsResponse c γ T τ w θ) (hγ : ∃ i j, γ i ≠ γ j) :
    (∑ i, (c i : ℂ) * γ i * θ i).im ≤ T / 2 * spread c γ ∧
      ((∑ i, (c i : ℂ) * γ i * θ i).im = T / 2 * spread c γ ↔ w * τ = 1) := by
  have hV0 : 0 ≤ spread c γ :=
    Finset.sum_nonneg fun i _ => mul_nonneg (hc i).le (sq_nonneg _)
  have hV : 0 < spread c γ := by
    refine lt_of_le_of_ne hV0 fun h0 => ?_
    obtain ⟨i, j, hij⟩ := hγ
    exact hij ((spread_eq_zero_iff hc).mp h0.symm i j)
  have hE : 0 < 1 + (w * τ) ^ 2 := by positivity
  have him : (∑ i, (c i : ℂ) * γ i * θ i).im
      = T * (w * τ) / (1 + (w * τ) ^ 2) * spread c γ := akhiezer_absorption hc hτ hw h
  -- the distance to the bound is a perfect square times a positive factor
  have hr : (1 + (w * τ) ^ 2)⁻¹ * (1 + (w * τ) ^ 2) = 1 := inv_mul_cancel₀ hE.ne'
  have hid : T / 2 * spread c γ - (∑ i, (c i : ℂ) * γ i * θ i).im
      = T / 2 * spread c γ * (1 + (w * τ) ^ 2)⁻¹ * (w * τ - 1) ^ 2 := by
    rw [him]
    linear_combination (-(T / 2 * spread c γ)) * hr
  have hp : 0 < T / 2 * spread c γ * (1 + (w * τ) ^ 2)⁻¹ := by positivity
  constructor
  · have := mul_nonneg hp.le (sq_nonneg (w * τ - 1))
    linarith
  · constructor
    · intro he
      rw [he, sub_self] at hid
      have h0 := (mul_eq_zero.mp hid.symm).resolve_left hp.ne'
      exact sub_eq_zero.mp ((pow_eq_zero_iff two_ne_zero).mp h0)
    · intro hx
      rw [him, hx]
      ring

end

end AkhiezerDamping
```

```lean
#print axioms AkhiezerDamping.akhiezer_absorption
#print axioms AkhiezerDamping.absorption_eq_zero_iff
#print axioms AkhiezerDamping.absorption_peak
```

```
'AkhiezerDamping.akhiezer_absorption' depends on axioms: [propext, Classical.choice, Quot.sound]
'AkhiezerDamping.absorption_eq_zero_iff' depends on axioms: [propext, Classical.choice, Quot.sound]
'AkhiezerDamping.absorption_peak' depends on axioms: [propext, Classical.choice, Quot.sound]
```

## Absorption as a variance

The finite, nonempty type `ι` labels the phonon modes. Mode \(i\) has heat capacity \(c_i>0\), real Grüneisen parameter \(\gamma_i\) and complex temperature amplitude \(\theta_i\). A bar denotes the \(c\)-weighted mean, `mean` in Lean, which serves both the real \(\gamma_i\) and the complex \(\theta_i\). Write

\[
C=\sum_i c_i,\qquad S=\sum_i c_i(\gamma_i-\bar\gamma)^2,\qquad x=w\tau,
\]

where \(w\) is the real, nonzero frequency, \(\tau>0\) is the relaxation time and \(S\) is `spread c γ`. The theorem `akhiezer_absorption` states that every solution of the relaxation equation satisfies

\[
\operatorname{Im}\sum_i c_i\gamma_i\theta_i=\frac{Tx}{1+x^2}\,S .
\]

For temperature \(T>0\), `absorption_eq_zero_iff` adds that this vanishes exactly when all \(\gamma_i\) agree. If two of them differ, `absorption_peak` bounds it by \(TS/2\), a value reached exactly at \(w\tau=1\).

## Strain drives, collisions equalise

The predicate `IsResponse` is the equation of motion for a unit strain varying as \(e^{-iwt}\):

\[
-iw\theta_i=iw\gamma_iT-\frac{\theta_i-\bar\theta}{\tau}.
\]

Here the strain \(\varepsilon\) is the relative volume change, positive in expansion, and \(\gamma_i=-\partial\ln\omega_i/\partial\varepsilon\) for a mode of frequency \(\omega_i\). The first term on the right is adiabatic heating or cooling by the strain: at fixed occupation, the temperature of a mode changes in proportion to its frequency. The second stands for anharmonic phonon collisions, summarised by one postulated time \(\tau\) common to all modes. Relaxation towards the heat-capacity-weighted mean builds in energy conservation by the collisions.

If the \(c_i\) are taken per unit volume, \(\sum_i c_i\gamma_i\theta_i\) is the amplitude of the pressure change caused by the changes in mode temperature, and for \(w>0\) the energy dissipated per unit volume and cycle is \(\pi\) times its imaginary part. The peak at \(w\tau=1\) is therefore a peak of the loss per cycle; at fixed strain amplitude and fixed \(\tau\), the loss per unit time keeps rising with \(w\). This energy reading is physical interpretation; the theorems concern the complex sum itself.

The model leaves out mode-dependent lifetimes, phonon transport between regions of the wave and the directional dependence of the strain coupling. For phonons moving at about the speed of the sound wave, the mean free path at \(w\tau=1\) is about the wavelength divided by \(2\pi\), so neglecting transport is not justified there for a travelling wave, and the peak should be read as a property of the model. Within this finite, single-\(\tau\) model, the absorption depends on the Grüneisen parameters through \(S\), which for two or more modes is not determined by \(\bar\gamma\) alone.

## From the relaxation equation to the loss

Weighted deviations cancel: \(\sum_i c_i(\theta_i-\bar\theta)=0\), and likewise for \(\gamma_i\). This is `sum_deviation`. Multiplying the equation of motion by \(c_i\) and summing therefore removes the collision term:

\[
-iwC\bar\theta=iwC\bar\gamma T,\qquad\text{so}\qquad \bar\theta=-\bar\gamma T.
\]

In `mean_response`, `linear_combination` does the weighting mode by mode, and the nonzero factors \(C\) and \(iw\) are then cancelled. At \(w=0\) the equation would leave the common temperature undetermined.

Inserting \(\bar\theta\) and multiplying by \(\tau\) gives

\[
(\theta_i+\bar\gamma T)(1-ix)=ixT(\gamma_i-\bar\gamma),
\]
\[
\theta_i=-\bar\gamma T+T\,\frac{ix}{1-ix}\,(\gamma_i-\bar\gamma).
\]

The division is allowed because \(1-ix\) has real part 1. The theorem `response_iff` also proves the converse: it computes the mean of these amplitudes and recovers the equation of motion. A solution thus exists for all admitted parameters, and it is unique.

Multiplying numerator and denominator by \(1+ix\) yields `debye_factor`:

\[
\frac{ix}{1-ix}=\frac{-x^2+ix}{1+x^2}.
\]

Now write \(\gamma_i=\bar\gamma+(\gamma_i-\bar\gamma)\) in the response. Terms linear in the deviation sum to zero, leaving `complex_response`:

\[
\sum_i c_i\gamma_i\theta_i=-T\left(C\bar\gamma^2+\frac{x^2}{1+x^2}S\right)+i\,\frac{Tx}{1+x^2}\,S .
\]

Its imaginary part is the absorption formula.

Since \(S\) is a sum of nonnegative terms with positive weights, it vanishes only if every \(\gamma_i=\bar\gamma\); conversely, equal parameters coincide with their mean. This is `spread_eq_zero_iff`, and for \(T>0\) the prefactor \(Tx/(1+x^2)\) is nonzero, so the same criterion holds for the absorption. The peak follows from a perfect square:

\[
\frac{TS}{2}-\frac{Tx}{1+x^2}S=\frac{TS}{2}\,\frac{(x-1)^2}{1+x^2}.
\]

## One mode, then two

With a single mode, \(S=0\) and the response is the real number \(-Tc_1\gamma_1^2\): there is nothing for the mode to equilibrate with. Two modes give

\[
S=\frac{c_1c_2}{c_1+c_2}(\gamma_1-\gamma_2)^2,
\]

so absorption sets in as soon as their Grüneisen parameters differ.
